# A Laplacian-level kinetic energy density exact for every one-electron density on the line is von Weizsäcker's, and gives the uniform gas α = 0

Let one electron on a line have a smooth real orbital \(f\) that is constant and nonzero on a short interval: there its density \(n=f^2\) is flat and its kinetic energy density \(f'^2/2\) is zero, whereas a spin-unpolarized uniform gas of the same density has \(\pi^2n^3/24\) in atomic units. A model that sees only \(n\), \(n'\) and \(n''\) receives the same input \((n,0,0)\) in both cases, so it cannot be right for both.

```lean
import Mathlib

open Real MeasureTheory
open scoped ContDiff Topology

namespace LaplacianDeorbitalizer

noncomputable section

/-- A smooth real orbital on the line, normalized to one electron. -/
structure IsOrbital (f : ℝ → ℝ) : Prop where
  smooth : ContDiff ℝ ∞ f
  normalized : ∫ x, f x ^ 2 = 1

/-- The one-electron density `n = f²` of a real orbital `f`. -/
def density (f : ℝ → ℝ) : ℝ → ℝ := fun x => f x ^ 2

/-- A Laplacian-level model `t(n, n', n'')` is exact for one electron if it gives the kinetic
energy density `f'²/2` of every smooth normalized real orbital `f` wherever `f` is nonzero. -/
def ExactForOneElectron (t : ℝ → ℝ → ℝ → ℝ) : Prop :=
  ∀ f, IsOrbital f → ∀ x, f x ≠ 0 →
    t (density f x) (deriv (density f) x) (deriv (deriv (density f)) x) = deriv f x ^ 2 / 2

/-- Kinetic energy density of the spin-unpolarized uniform gas on the line, for density `n > 0`:
the sum of `k²/2` over the Fermi sea `|k| ≤ πn/2`, with two electrons per `2π` of phase space. -/
def uniformKinetic (n : ℝ) : ℝ := ∫ k in (-(π * n / 2))..(π * n / 2), k ^ 2 / 2 / π

/-- The indicator `α` of a model `t`, for density `n > 0`: the excess of `t` over the von
Weizsaecker value `g²/(8n)`, in units of the uniform-gas kinetic energy density. -/
def alpha (t : ℝ → ℝ → ℝ → ℝ) (n g l : ℝ) : ℝ :=
  (t n g l - g ^ 2 / (8 * n)) / uniformKinetic n

/-- Every quadratic profile near the origin is the local form of some smooth normalized
orbital. -/
theorem exists_orbital_near_zero (a b c : ℝ) :
    ∃ f, IsOrbital f ∧ f =ᶠ[𝓝 0] fun x => a + b * x + c * x ^ 2 := by
  obtain ⟨K, hK0, hK⟩ : ∃ K : ℝ, 0 ≤ K ∧ ∀ x : ℝ, |x| ≤ 1 →
      (a + b * x + c * x ^ 2) ^ 2 ≤ K := by
    refine ⟨3 * (a ^ 2 + b ^ 2 + c ^ 2), by positivity, fun x hx => ?_⟩
    have h2 : x ^ 2 ≤ 1 := (sq_le_one_iff_abs_le_one x).2 hx
    have h4 : x ^ 4 ≤ 1 := by nlinarith [sq_nonneg x]
    nlinarith [sq_nonneg (a - b * x), sq_nonneg (a - c * x ^ 2),
      sq_nonneg (b * x - c * x ^ 2), mul_nonneg (sq_nonneg b) (sub_nonneg.2 h2),
      mul_nonneg (sq_nonneg c) (sub_nonneg.2 h4)]
  -- a cutoff radius so small that the local piece holds less than one electron
  obtain ⟨ε, hε, hε1, hKε⟩ : ∃ ε : ℝ, 0 < ε ∧ ε ≤ 1 ∧ K * (2 * ε) < 1 := by
    refine ⟨1 / (2 * (K + 1)), by positivity, ?_, ?_⟩
    · rw [div_le_one (by positivity)]
      linarith
    · have h : K * (2 * (1 / (2 * (K + 1)))) = K / (K + 1) := by field_simp
      rw [h, div_lt_one (by positivity)]
      linarith
  let φ : ContDiffBump (0 : ℝ) := ⟨ε / 2, ε, by positivity, by linarith⟩
  let ψ : ContDiffBump (3 : ℝ) := ⟨1 / 2, 1, by norm_num, by norm_num⟩
  have hφ0 : ∀ x, ε ≤ |x| → φ x = 0 := fun x hx =>
    φ.zero_of_le_dist (by rw [Real.dist_eq, sub_zero]; exact hx)
  have hψ0 : ∀ x, |x| ≤ 1 → ψ x = 0 := fun x hx => by
    have h1 : (1 : ℝ) ≤ -(x - 3) := by linarith [(abs_le.1 hx).2]
    exact ψ.zero_of_le_dist (by rw [Real.dist_eq]; exact h1.trans (neg_le_abs _))
  let u : ℝ → ℝ := fun x => (a + b * x + c * x ^ 2) * φ x
  have hpoly : ContDiff ℝ ∞ (fun x : ℝ => a + b * x + c * x ^ 2) := by fun_prop
  have hu : ContDiff ℝ ∞ u := hpoly.mul φ.contDiff
  have huc : HasCompactSupport u := φ.hasCompactSupport.mul_left
  have hu2 : HasCompactSupport (fun x => u x ^ 2) :=
    huc.comp_left (g := fun y : ℝ => y ^ 2) (by norm_num)
  have hψ2 : HasCompactSupport (fun x => ψ x ^ 2) :=
    ψ.hasCompactSupport.comp_left (g := fun y : ℝ => y ^ 2) (by norm_num)
  have hui : Integrable (fun x => u x ^ 2) :=
    (hu.continuous.pow 2).integrable_of_hasCompactSupport hu2
  have hψi : Integrable (fun x => ψ x ^ 2) :=
    (ψ.continuous.pow 2).integrable_of_hasCompactSupport hψ2
  have hI : ∫ x, u x ^ 2 < 1 := by
    have hs : ∫ x in Set.Ioc (-ε) ε, u x ^ 2 = ∫ x, u x ^ 2 := by
      refine setIntegral_eq_integral_of_forall_compl_eq_zero fun x hx => ?_
      have h : ε ≤ |x| := by
        by_contra hlt
        have h' := abs_lt.1 (not_le.1 hlt)
        exact hx ⟨h'.1, h'.2.le⟩
      simp [u, hφ0 x h]
    have hb : ‖∫ x in (-ε)..ε, u x ^ 2‖ ≤ K * |ε - -ε| := by
      refine intervalIntegral.norm_integral_le_of_norm_le_const fun x hx => ?_
      rw [Set.uIoc_of_le (by linarith)] at hx
      have hx1 : |x| ≤ 1 := abs_le.2 ⟨by linarith [hx.1], by linarith [hx.2]⟩
      rw [Real.norm_eq_abs, abs_of_nonneg (sq_nonneg _)]
      calc u x ^ 2 = (a + b * x + c * x ^ 2) ^ 2 * φ x ^ 2 := mul_pow _ _ _
        _ ≤ K * 1 := mul_le_mul (hK x hx1) (pow_le_one₀ φ.nonneg φ.le_one)
            (sq_nonneg _) hK0
        _ = K := mul_one K
    rw [intervalIntegral.integral_of_le (by linarith), hs,
      abs_of_nonneg (by linarith : (0 : ℝ) ≤ ε - -ε)] at hb
    have h := (Real.le_norm_self _).trans hb
    linarith
  have hJ : 0 < ∫ x, ψ x ^ 2 := by
    have h3 : ψ 3 = 1 := ψ.one_of_mem_closedBall (Metric.mem_closedBall_self ψ.rIn_pos.le)
    exact (ψ.continuous.pow 2).integral_pos_of_hasCompactSupport_nonneg_nonzero hψ2
      (fun x => sq_nonneg (ψ x)) (x := 3) (by simp [h3])
  -- the distant bump carries the missing norm
  obtain ⟨d, hd⟩ : ∃ d : ℝ, d ^ 2 = (1 - ∫ x, u x ^ 2) / ∫ x, ψ x ^ 2 :=
    ⟨_, Real.sq_sqrt (div_nonneg (by linarith) hJ.le)⟩
  refine ⟨fun x => u x + d * ψ x, ⟨hu.add (contDiff_const.mul ψ.contDiff), ?_⟩, ?_⟩
  · have hsq : ∀ x, (u x + d * ψ x) ^ 2 = u x ^ 2 + d ^ 2 * ψ x ^ 2 := fun x => by
      have h0 : u x * ψ x = 0 := by
        rcases le_total |x| 1 with h | h
        · rw [hψ0 x h, mul_zero]
        · simp [u, hφ0 x (hε1.trans h)]
      linear_combination 2 * d * h0
    simp_rw [hsq]
    rw [integral_add hui (hψi.const_mul _), integral_const_mul, hd,
      div_mul_cancel₀ _ hJ.ne']
    ring
  · filter_upwards [φ.eventuallyEq_one, Metric.ball_mem_nhds (0 : ℝ) one_pos] with x h1 h2
    have hx : |x| ≤ 1 := by
      rw [Metric.mem_ball, Real.dist_eq, sub_zero] at h2
      exact h2.le
    have h1' : φ x = 1 := h1
    simp [u, h1', hψ0 x hx]

/-- Any density value `n > 0`, slope `g` and second derivative `l` occur together at the origin
for some smooth normalized orbital. -/
theorem exists_orbital_with_density_data {n : ℝ} (hn : 0 < n) (g l : ℝ) :
    ∃ f, IsOrbital f ∧ density f 0 = n ∧ deriv (density f) 0 = g ∧
      deriv (deriv (density f)) 0 = l := by
  obtain ⟨a, ha, han⟩ : ∃ a : ℝ, 0 < a ∧ a ^ 2 = n :=
    ⟨√n, Real.sqrt_pos.2 hn, Real.sq_sqrt hn.le⟩
  obtain ⟨b, hb⟩ : ∃ b : ℝ, 2 * a * b = g := ⟨g / (2 * a), by field_simp⟩
  obtain ⟨c, hc⟩ : ∃ c : ℝ, 2 * b ^ 2 + 4 * a * c = l :=
    ⟨(l - 2 * b ^ 2) / (4 * a), by field_simp; ring⟩
  obtain ⟨f, hf, hfe⟩ := exists_orbital_near_zero a b c
  have he : density f =ᶠ[𝓝 0] fun x => (a + b * x + c * x ^ 2) ^ 2 := by
    filter_upwards [hfe] with x hx
    simp only [density, hx]
  have hp : ∀ x : ℝ, HasDerivAt (fun x : ℝ => a + b * x + c * x ^ 2) (b + 2 * c * x) x :=
    fun x => ((((hasDerivAt_id' x).const_mul b).const_add a).fun_add
      (((hasDerivAt_id' x).fun_pow 2).const_mul c)).congr_deriv (by norm_num; ring)
  have hq : ∀ x : ℝ, HasDerivAt (fun x : ℝ => b + 2 * c * x) (2 * c) x :=
    fun x => (((hasDerivAt_id' x).const_mul (2 * c)).const_add b).congr_deriv (by ring)
  have hd1 : deriv (fun x : ℝ => (a + b * x + c * x ^ 2) ^ 2) =
      fun x => 2 * (a + b * x + c * x ^ 2) * (b + 2 * c * x) := by
    funext x
    exact (((hp x).fun_pow 2).congr_deriv (by norm_num)).deriv
  refine ⟨f, hf, ?_, ?_, ?_⟩
  · rw [he.eq_of_nhds, ← han]
    ring
  · rw [he.deriv_eq, hd1, ← hb]
    ring
  · rw [he.deriv.deriv_eq, hd1, ← hc]
    exact ((((hp 0).const_mul 2).fun_mul (hq 0)).congr_deriv (by ring)).deriv

/-- For a single real orbital, differentiable and nonzero at `x`, the von Weizsaecker expression
`n'²/(8n)` equals the kinetic energy density `f'²/2` there. -/
theorem weizsaecker_eq_kinetic {f : ℝ → ℝ} {x : ℝ} (hf : DifferentiableAt ℝ f x)
    (hx : f x ≠ 0) :
    deriv (density f) x ^ 2 / (8 * density f x) = deriv f x ^ 2 / 2 := by
  have h : HasDerivAt (density f) (2 * f x * deriv f x) x :=
    (hf.hasDerivAt.fun_pow 2).congr_deriv (by norm_num)
  rw [h.deriv, density, div_eq_div_iff (by positivity) (by norm_num)]
  ring

/-- A Laplacian-level model is exact for all one-electron densities on the line if and only if
it is the von Weizsaecker expression `g²/(8n)` for all `n > 0` and all real `g`, `l`. -/
theorem exact_iff_weizsaecker (t : ℝ → ℝ → ℝ → ℝ) :
    ExactForOneElectron t ↔ ∀ n g l : ℝ, 0 < n → t n g l = g ^ 2 / (8 * n) := by
  constructor
  · intro ht n g l hn
    obtain ⟨f, hf, h0, h1, h2⟩ := exists_orbital_with_density_data hn g l
    have hne : f 0 ≠ 0 := by
      intro h
      simp only [density, h] at h0
      norm_num at h0
      linarith
    have hw := weizsaecker_eq_kinetic (hf.smooth.differentiable (by simp) 0) hne
    have h := ht f hf 0 hne
    rw [← hw, h0, h1, h2] at h
    exact h
  · intro ht f hf x hx
    have hpos : 0 < density f x := by
      unfold density
      positivity
    rw [ht _ _ _ hpos]
    exact weizsaecker_eq_kinetic (hf.smooth.differentiable (by simp) x) hx

/-- For `n ≥ 0`, the Fermi sea `|k| ≤ πn/2` holds density `n`, and its kinetic energy density is
`π²n³/24`. -/
theorem uniform_gas (n : ℝ) :
    (∫ _k in (-(π * n / 2))..(π * n / 2), 1 / π) = n ∧
      uniformKinetic n = π ^ 2 * n ^ 3 / 24 := by
  have hπ : π ≠ 0 := Real.pi_ne_zero
  constructor
  · rw [intervalIntegral.integral_const, smul_eq_mul]
    field_simp
    ring
  · rw [uniformKinetic, intervalIntegral.integral_div, intervalIntegral.integral_div,
      integral_pow]
    norm_num
    field_simp
    ring

/-- At constant density `n > 0`, a model has `α = 1` exactly when it gives the kinetic energy
density of the uniform gas. -/
theorem alpha_eq_one_iff (t : ℝ → ℝ → ℝ → ℝ) {n : ℝ} (hn : 0 < n) :
    alpha t n 0 0 = 1 ↔ t n 0 0 = uniformKinetic n := by
  have h : uniformKinetic n ≠ 0 := by
    rw [(uniform_gas n).2]
    positivity
  rw [alpha, div_eq_one_iff_eq h]
  norm_num

/-- A Laplacian-level model exact for all one-electron densities gives the uniform gas of any
density `n > 0` the value `α = 0`, and misses its kinetic energy density. -/
theorem uniform_gas_of_exact {t : ℝ → ℝ → ℝ → ℝ} (ht : ExactForOneElectron t) {n : ℝ}
    (hn : 0 < n) : alpha t n 0 0 = 0 ∧ t n 0 0 ≠ uniformKinetic n := by
  have h0 : alpha t n 0 0 = 0 := by
    rw [alpha, (exact_iff_weizsaecker t).1 ht n 0 0 hn, sub_self, zero_div]
  refine ⟨h0, fun h => ?_⟩
  have h1 := (alpha_eq_one_iff t hn).2 h
  rw [h0] at h1
  exact zero_ne_one h1

end

end LaplacianDeorbitalizer
```

```lean
#print axioms LaplacianDeorbitalizer.uniform_gas_of_exact
```

```
'LaplacianDeorbitalizer.uniform_gas_of_exact' depends on axioms: [propext, Classical.choice, Quot.sound]
```

## Two limits that α has to tell apart

The SCAN functional uses the indicator \(\alpha\), the excess of the kinetic energy density over its von Weizsäcker value in units of the uniform-gas value. It is 0 where a single real orbital makes up the density and 1 in the uniform gas. Deorbitalization replaces the orbital-dependent kinetic energy density by a function of the density, its gradient and its Laplacian. The question is whether such a function can keep both limits.

On the line the Laplacian is \(n''\), and the model is a function \(t(n,g,l)\), where \(g\) stands for \(n'\) and \(l\) for \(n''\); here \(l\) is not an angular momentum. The theorem `exact_iff_weizsaecker` says that \(t\) reproduces \(f'^2/2\) for every smooth normalized real orbital, at every point where \(f\neq0\), if and only if

\[
t(n,g,l)=\frac{g^2}{8n}\qquad\text{for all } n>0 \text{ and all real } g,l .
\]

The dependence on the Laplacian disappears entirely. This is a property of the positive kinetic energy density \(f'^2/2\), the form that enters \(\alpha\); the other common form, \(-ff''/2\), equals \(f'^2/2-n''/4\) and would keep a Laplacian term. The theorem `uniform_gas_of_exact` draws the consequence: at any constant density \(n>0\), such a model has \(\alpha=0\) and misses the uniform-gas kinetic energy density. For deorbitalized functionals this means, within the one-dimensional model, that one of the two limits must be given up at least in part.

## Orbitals, gas and model as Lean objects

`IsOrbital f` requires \(f:\mathbb R\to\mathbb R\) to be infinitely differentiable with \(\int f^2=1\). `density f` is the function \(f^2\). `ExactForOneElectron t` is the pointwise exactness condition, with `deriv` supplying the derivatives. The model `t` is an arbitrary real function of three real arguments; neither continuity nor a scaling law is assumed.

`uniformKinetic n` is defined as an integral over the Fermi sea \(|k|\le\pi n/2\), with two electrons per \(2\pi\) of phase space. `alpha t n g l` is the indicator computed from the model, so `alpha t n 0 0` is its value in a uniform gas.

Exactness is demanded for all smooth normalized orbitals, not only for ground states of some class of potentials. The orbitals built in the proof vanish outside a bounded region, so a condition restricted to nodeless ground states would need a different construction.

Real functionals work in three dimensions, where \(t\) would depend on \(|\nabla n|\) and \(\nabla^2n\). The same local argument can be made there with a quadratic profile, but the theorems above concern the line alone.

## One orbital fixes the value of the model

For a single orbital, \(n'=2ff'\), and therefore, where \(f\neq0\),

\[
\frac{n'^2}{8n}=\frac{4f^2f'^2}{8f^2}=\frac{f'^2}{2}.
\]

This is `weizsaecker_eq_kinetic`. Its proof differentiates the square, clears the denominators with `div_eq_div_iff` and finishes with `ring`. It shows at once that the von Weizsäcker expression is exact. For the converse, every triple \((n,g,l)\) with \(n>0\) has to occur in some orbital.

Suppose that \(f(x)=a+bx+cx^2\) near the origin. Then

\[
n(0)=a^2,\qquad n'(0)=2ab,\qquad n''(0)=2b^2+4ac .
\]

Given \(n>0\), \(g\) and \(l\), these equations are solved in turn by

\[
a=\sqrt n,\qquad b=\frac{g}{2a},\qquad c=\frac{l-2b^2}{4a}.
\]

The lemma `exists_orbital_with_density_data` makes the same choices. The notation `=ᶠ[𝓝 0]` means equality on some neighbourhood of 0, which is enough to carry the value and both derivatives from the quadratic profile to the orbital.

## Normalizing without disturbing the origin

It remains to extend the quadratic \(p(x)=a+bx+cx^2\) to a normalized orbital, which is the content of `exists_orbital_near_zero`. For \(|x|\le1\),

\[
p(x)^2\le3(a^2+b^2x^2+c^2x^4)\le K,\qquad K=3(a^2+b^2+c^2).
\]

In Lean, `nlinarith` obtains this bound from squares of differences. Now put \(\varepsilon=1/(2(K+1))\), and let \(\varphi\) be a smooth bump with values between 0 and 1, equal to 1 for \(|x|\le\varepsilon/2\) and to 0 for \(|x|\ge\varepsilon\). The piece \(u=p\varphi\) satisfies

\[
\int u^2\le 2\varepsilon K=\frac{K}{K+1}<1 ,
\]

so it holds less than one electron. This is `hI` in the proof.

The missing norm is placed far away. Let \(\psi\) be a smooth bump centred at 3 that vanishes at distance 1 or more from its centre, and set

\[
f=u+d\psi,\qquad d^2=\frac{1-\int u^2}{\int\psi^2}.
\]

The denominator is positive (`hJ`). Since \(u\psi=0\) everywhere, the cross term in \(f^2\) vanishes, and

\[
\int f^2=\int u^2+d^2\int\psi^2=1 .
\]

In the file, `linear_combination` removes the cross term, and the integral is then split. Close to the origin \(\varphi=1\) and \(\psi=0\), so \(f=p\) there; the final `filter_upwards` step records this.

The forward half of `exact_iff_weizsaecker` now takes an orbital with the data \((n,g,l)\) at the origin. Exactness gives \(t(n,g,l)=f'(0)^2/2\), and the single-orbital identity turns the right-hand side into \(g^2/(8n)\). The reverse half is that identity at an arbitrary point with \(f\neq0\).

## The uniform gas at the same input

The Fermi sea holds the density

\[
\int_{-\pi n/2}^{\pi n/2}\frac{dk}{\pi}=n ,
\]

and its kinetic energy density is

\[
\int_{-\pi n/2}^{\pi n/2}\frac{k^2}{2\pi}\,dk
=\frac{1}{3\pi}\left(\frac{\pi n}{2}\right)^3=\frac{\pi^2n^3}{24}.
\]

Both integrals are evaluated in `uniform_gas`. For \(n>0\) the second is positive, so at zero gradient

\[
\alpha=\frac{t(n,0,0)}{\pi^2n^3/24},
\]

which equals 1 exactly when \(t(n,0,0)\) is the uniform-gas value. This is `alpha_eq_one_iff`. A model exact for one electron has \(t(n,0,0)=0\), hence \(\alpha=0\). If it also had the uniform-gas value, \(\alpha\) would be 1, and `uniform_gas_of_exact` ends with the contradiction \(0=1\).

## A fully polarized gas as the reference

A single electron is fully spin-polarized, while the gas in the file is unpolarized, and \(t\) receives only the total density. A model that also depended on the spin polarization could tell these two systems apart. If its dependence on the polarization is arbitrary, exactness for one electron fixes it only at full polarization and leaves its value for the unpolarized gas free. The kinetic energy, however, is a sum over the two spins. If the model is built in the same way, as the sum of one function evaluated for each spin density and equal to zero for an empty spin channel, then exactness for one electron makes both terms von Weizsäcker's, and the unpolarized gas again receives the value zero.

An alternative definition of `uniformKinetic` would use the fully polarized gas, with one electron per \(2\pi\) of phase space and \(|k|\le\pi n\). Its kinetic energy density is \(\pi^2n^3/6\), four times the present value, so every \(\alpha\) would be divided by four. The conclusion would stay the same, because the reference is still positive. It would then also apply to a spin-dependent model at full polarization, where the electron and the gas again supply identical input.
